# A repulsive inverse-square wall makes every C¹ orbital vanish at the cutoff with zero slope

Let $x$ be the distance to a confining wall and let $u$ be continuously differentiable on $[0,d]$, with $u''=2(V-E)u$ on $(0,d)$; if $V(x)\ge A/x^2$ there for some $A>0$, then $u(0)=0$ and $u'(0)=0$. A wall $A/x$ does not have this effect: $u=x\,e^{Ax}$ solves the same equation with $V=A/x$ and $E=-A^2/2$, and its slope at the wall is $1$. Both statements concern solutions near the wall, which need not be bound states.

```lean
import Mathlib

open Set Filter Topology

namespace ConfinementWall

noncomputable section

/-- `u` is a continuously differentiable orbital on `[0, d]` with slope `w`, solving
`u'' = 2 (V - E) u` inside; the coordinate is the distance to the confining wall. -/
structure IsOrbital (V : ℝ → ℝ) (E d : ℝ) (u w : ℝ → ℝ) : Prop where
  slope : ∀ x ∈ Icc 0 d, HasDerivWithinAt u (w x) (Icc 0 d) x
  cont : ContinuousOn w (Icc 0 d)
  schrodinger : ∀ x ∈ Ioo 0 d, HasDerivAt w (2 * (V x - E) * u x) x

/-- A slope that is continuous up to the wall cannot have a derivative bounded below by
`c / x` with `c > 0`. -/
theorem no_inverse_curvature {w g : ℝ → ℝ} {δ c : ℝ} (hδ : 0 < δ) (hc : 0 < c)
    (hw : ContinuousOn w (Icc 0 δ)) (hg : ∀ x ∈ Ioo 0 δ, HasDerivAt w (g x) x)
    (hb : ∀ x ∈ Ioo 0 δ, c / x ≤ g x) : False := by
  obtain ⟨η, hη, h⟩ := Metric.continuousWithinAt_iff.1 (hw 0 ⟨le_rfl, hδ.le⟩) (c / 4)
    (by positivity)
  have hm := lt_min hδ hη
  obtain ⟨x, hx, h1, h2⟩ : ∃ x : ℝ, 0 < x ∧ 2 * x < δ ∧ 2 * x < η :=
    ⟨min δ η / 4, by linarith, by linarith [min_le_left δ η], by linarith [min_le_right δ η]⟩
  -- the mean value theorem on [x, 2x] gives a jump of at least c/2
  obtain ⟨ξ, hξ, he⟩ := exists_hasDerivAt_eq_slope w g (show x < 2 * x by linarith)
    (hw.mono (Icc_subset_Icc hx.le h1.le))
    (fun t ht => hg t ⟨hx.trans ht.1, ht.2.trans h1⟩)
  have hξ0 : 0 < ξ := hx.trans hξ.1
  have hξ2 : ξ < 2 * x := hξ.2
  have hb' := hb ξ ⟨hξ0, hξ2.trans h1⟩
  rw [he, div_le_div_iff₀ hξ0 (by linarith)] at hb'
  have key : c / 2 ≤ w (2 * x) - w x := by
    by_contra hlt
    have hlt' : 0 < c / 2 - (w (2 * x) - w x) := by linarith [not_le.1 hlt]
    nlinarith [mul_pos hlt' hξ0, mul_pos hc (sub_pos.2 hξ2)]
  have a1 : dist (w (2 * x)) (w 0) < c / 4 :=
    h ⟨by linarith, h1.le⟩ (by rw [Real.dist_eq, sub_zero, abs_of_pos (by linarith)]; exact h2)
  have a2 : dist (w x) (w 0) < c / 4 :=
    h ⟨hx.le, by linarith⟩ (by rw [Real.dist_eq, sub_zero, abs_of_pos hx]; linarith)
  rw [Real.dist_eq, abs_lt] at a1 a2
  linarith [a1.2, a2.1]

/-- Reversing the sign of an orbital gives an orbital of the same potential and energy. -/
theorem IsOrbital.neg {V u w : ℝ → ℝ} {E d : ℝ} (h : IsOrbital V E d u w) :
    IsOrbital V E d (-u) (-w) where
  slope x hx := (h.slope x hx).neg
  cont := h.cont.neg
  schrodinger x hx := (h.schrodinger x hx).neg.congr_deriv (by
    simp only [Pi.neg_apply]; ring)

/-- If the potential is at least `A / x²` on `(0, d)` with `A > 0`, no orbital satisfies `k * x ≤ u
x` with `k > 0` on an interval `(0, η)` next to the wall. -/
theorem no_linear_growth {V u w : ℝ → ℝ} {E d A k η : ℝ} (h : IsOrbital V E d u w)
    (hd : 0 < d) (hA : 0 < A) (hV : ∀ x ∈ Ioo 0 d, A / x ^ 2 ≤ V x)
    (hk : 0 < k) (hη : 0 < η) (hu : ∀ x ∈ Ioo 0 η, k * x ≤ u x) : False := by
  have hE1 : 0 < |E| + 1 := by positivity
  have hq : 0 < A / 2 / (|E| + 1) := by positivity
  obtain ⟨δ, hδ, h1, h2, h3, h4⟩ : ∃ δ : ℝ, 0 < δ ∧ δ ≤ d ∧ δ ≤ η ∧ δ ≤ 1 ∧
      δ ≤ A / 2 / (|E| + 1) :=
    ⟨min (min d η) (min 1 (A / 2 / (|E| + 1))),
      lt_min (lt_min hd hη) (lt_min one_pos hq),
      (min_le_left _ _).trans (min_le_left _ _), (min_le_left _ _).trans (min_le_right _ _),
      (min_le_right _ _).trans (min_le_left _ _), (min_le_right _ _).trans (min_le_right _ _)⟩
  refine no_inverse_curvature hδ (mul_pos hA hk) (h.cont.mono (Icc_subset_Icc le_rfl h1))
    (fun x hx => h.schrodinger x ⟨hx.1, hx.2.trans_le h1⟩) (fun x hx => ?_)
  have hx0 : 0 < x := hx.1
  have hx1 : x ≤ 1 := hx.2.le.trans h3
  -- close to the wall the energy is at most half of the confining potential
  have hxE : x * (|E| + 1) ≤ A / 2 := (le_div_iff₀ hE1).1 (hx.2.le.trans h4)
  have hsq : x ^ 2 ≤ x := by nlinarith
  have hE : E * x ^ 2 ≤ A / 2 := by
    have e1 : E * x ^ 2 ≤ |E| * x ^ 2 := mul_le_mul_of_nonneg_right (le_abs_self E) (sq_nonneg x)
    have e2 : |E| * x ^ 2 ≤ |E| * x := mul_le_mul_of_nonneg_left hsq (abs_nonneg E)
    linarith
  have hE' : E ≤ A / 2 / x ^ 2 := (le_div_iff₀ (by positivity)).2 hE
  have hVx := hV x ⟨hx0, hx.2.trans_le h1⟩
  have hs : A / x ^ 2 = A / 2 / x ^ 2 + A / 2 / x ^ 2 := by ring
  have hp : 0 < A / 2 / x ^ 2 := by positivity
  calc A * k / x = 2 * (A / 2 / x ^ 2) * (k * x) := by field_simp
    _ ≤ 2 * (V x - E) * u x :=
      mul_le_mul (by linarith) (hu x ⟨hx0, hx.2.trans_le h2⟩) (by positivity) (by linarith)

/-- If the potential is at least `A / x²` on `(0, d)` with `A > 0`, an orbital is not positive at
the wall, and if it vanishes there its slope there is not positive. -/
theorem wall_nonpos {V u w : ℝ → ℝ} {E d A : ℝ} (h : IsOrbital V E d u w)
    (hd : 0 < d) (hA : 0 < A) (hV : ∀ x ∈ Ioo 0 d, A / x ^ 2 ≤ V x) :
    u 0 ≤ 0 ∧ (u 0 = 0 → w 0 ≤ 0) := by
  have h0 : (0 : ℝ) ∈ Icc 0 d := ⟨le_rfl, hd.le⟩
  have hcu : ContinuousOn u (Icc 0 d) := fun x hx => (h.slope x hx).continuousWithinAt
  constructor
  · by_contra hpos
    have hpos' : 0 < u 0 := not_le.1 hpos
    obtain ⟨η, hη, hn⟩ := Metric.continuousWithinAt_iff.1 (hcu 0 h0) (u 0 / 2) (by positivity)
    refine no_linear_growth h hd hA hV (half_pos hpos')
      (lt_min hη (lt_min one_pos hd)) (fun x hx => ?_)
    obtain ⟨hx0, hxm⟩ := hx
    obtain ⟨hxη, hxr⟩ := lt_min_iff.1 hxm
    obtain ⟨hx1, hxd⟩ := lt_min_iff.1 hxr
    have a : dist (u x) (u 0) < u 0 / 2 :=
      hn ⟨hx0.le, hxd.le⟩ (by rw [Real.dist_eq, sub_zero, abs_of_pos hx0]; exact hxη)
    rw [Real.dist_eq, abs_lt] at a
    nlinarith [a.1]
  · intro hu0
    by_contra hpos
    have hpos' : 0 < w 0 := not_le.1 hpos
    obtain ⟨η, hη, hn⟩ := Metric.continuousWithinAt_iff.1 (h.cont 0 h0) (w 0 / 2) (by positivity)
    refine no_linear_growth h hd hA hV (half_pos hpos') (lt_min hη hd) (fun x hx => ?_)
    obtain ⟨hx0, hxm⟩ := hx
    obtain ⟨hxη, hxd⟩ := lt_min_iff.1 hxm
    -- u(x) = w(ξ) x for some ξ between the wall and x
    obtain ⟨ξ, hξ, he⟩ := exists_hasDerivAt_eq_slope u w hx0
      (hcu.mono (Icc_subset_Icc le_rfl hxd.le))
      (fun t ht => (h.slope t ⟨ht.1.le, (ht.2.trans hxd).le⟩).hasDerivAt
        (Icc_mem_nhds ht.1 (ht.2.trans hxd)))
    have a : dist (w ξ) (w 0) < w 0 / 2 :=
      hn ⟨hξ.1.le, (hξ.2.trans hxd).le⟩
        (by rw [Real.dist_eq, sub_zero, abs_of_pos hξ.1]; exact hξ.2.trans hxη)
    rw [Real.dist_eq, abs_lt] at a
    rw [hu0, sub_zero, sub_zero, eq_div_iff hx0.ne'] at he
    nlinarith [a.1]

/-- If the confining potential is at least `A / x²` with `A > 0`, every continuously
differentiable orbital vanishes at the wall together with its slope. -/
theorem orbital_flat_at_wall {V u w : ℝ → ℝ} {E d A : ℝ} (h : IsOrbital V E d u w)
    (hd : 0 < d) (hA : 0 < A) (hV : ∀ x ∈ Ioo 0 d, A / x ^ 2 ≤ V x) :
    u 0 = 0 ∧ w 0 = 0 := by
  obtain ⟨p1, p2⟩ := wall_nonpos h hd hA hV
  obtain ⟨n1, n2⟩ := wall_nonpos h.neg hd hA hV
  simp only [Pi.neg_apply] at n1 n2
  have hu : u 0 = 0 := by linarith
  have hw1 := p2 hu
  have hw2 := n2 (by linarith)
  exact ⟨hu, by linarith⟩

/-- For `p > 1` the power `x ^ p` is a zero-energy orbital of the inverse-square wall of
strength `p (p - 1) / 2`. -/
theorem orbital_flat_at_wall_witness {p : ℝ} (hp : 1 < p) (d : ℝ) :
    IsOrbital (fun x => p * (p - 1) / 2 / x ^ 2) 0 d
      (fun x => x ^ p) (fun x => p * x ^ (p - 1)) where
  slope x _ := (Real.hasDerivAt_rpow_const (Or.inr hp.le)).hasDerivWithinAt
  cont := (continuous_const.mul
    (Real.continuous_rpow_const (by linarith))).continuousOn
  schrodinger x hx := by
    have hx0 : 0 < x := hx.1
    refine ((Real.hasDerivAt_rpow_const (p := p - 1)
      (Or.inl hx0.ne')).const_mul p).congr_deriv ?_
    rw [show p - 1 - 1 = p - 2 by ring, Real.rpow_sub hx0, Real.rpow_two]
    ring

/-- The model orbital `x exp(a x ^ r / r)` near a soft wall. -/
def softOrbital (a r x : ℝ) : ℝ := x * Real.exp (a / r * x ^ r)

/-- The slope `(1 + a x ^ r) exp(a x ^ r / r)` of the model orbital. -/
def softSlope (a r x : ℝ) : ℝ := (1 + a * x ^ r) * Real.exp (a / r * x ^ r)

/-- For every `r > 0` the potential `a (r + 1) / 2 * x ^ (r - 2) + a² / 2 * x ^ (2 r - 2)` has
a zero-energy orbital that vanishes at the wall with slope one. -/
theorem soft_wall_finite_slope {r : ℝ} (hr : 0 < r) (a d : ℝ) :
    IsOrbital (fun x => a * (r + 1) / 2 * x ^ (r - 2) + a ^ 2 / 2 * x ^ (2 * r - 2)) 0 d
      (softOrbital a r) (softSlope a r) ∧ softOrbital a r 0 = 0 ∧ softSlope a r 0 = 1 := by
  have hc : Continuous (fun x : ℝ => x ^ r) := Real.continuous_rpow_const hr.le
  have he : Continuous (fun x : ℝ => Real.exp (a / r * x ^ r)) :=
    Real.continuous_exp.comp (continuous_const.mul hc)
  have hs0 : softSlope a r 0 = 1 := by simp [softSlope, Real.zero_rpow hr.ne']
  have hd : ∀ x : ℝ, 0 < x → HasDerivAt (fun x : ℝ => Real.exp (a / r * x ^ r))
      (Real.exp (a / r * x ^ r) * (a / r * (r * x ^ (r - 1)))) x := fun x hx =>
    ((Real.hasDerivAt_rpow_const (Or.inl hx.ne')).const_mul (a / r)).exp
  refine ⟨⟨fun x hx => ?_, ?_, fun x hx => ?_⟩, by simp [softOrbital], hs0⟩
  · rcases hx.1.eq_or_lt with h0 | h0
    · -- at the wall the difference quotient is the exponential factor itself
      subst h0
      rw [hs0]
      refine HasDerivAt.hasDerivWithinAt ?_
      rw [hasDerivAt_iff_tendsto_slope]
      have ht : Tendsto (fun x : ℝ => Real.exp (a / r * x ^ r)) (𝓝[≠] 0) (𝓝 1) := by
        have := (he.tendsto 0).mono_left (nhdsWithin_le_nhds (s := {0}ᶜ))
        simpa [Real.zero_rpow hr.ne'] using this
      refine ht.congr' ?_
      filter_upwards [self_mem_nhdsWithin] with y hy
      have hy' : y ≠ 0 := hy
      rw [slope_def_field]
      simp only [softOrbital, zero_mul, sub_zero]
      rw [mul_div_cancel_left₀ _ hy']
    · refine (((hasDerivAt_id' x).fun_mul (hd x h0)).congr_deriv ?_).hasDerivWithinAt
      rw [Real.rpow_sub_one h0.ne', softSlope]
      generalize Real.exp (a / r * x ^ r) = e
      generalize x ^ r = y
      field_simp
  · exact ((continuous_const.add (continuous_const.mul hc)).mul he).continuousOn
  · have h0 : 0 < x := hx.1
    have hl : HasDerivAt (fun x : ℝ => 1 + a * x ^ r) (a * (r * x ^ (r - 1))) x :=
      ((Real.hasDerivAt_rpow_const (Or.inl h0.ne')).const_mul a).const_add 1
    refine (hl.fun_mul (hd x h0)).congr_deriv ?_
    have e1 : x ^ (r - 2) = x ^ r / x ^ 2 := by rw [Real.rpow_sub h0, Real.rpow_two]
    have e2 : x ^ (2 * r - 2) = x ^ r * x ^ r / x ^ 2 := by
      rw [Real.rpow_sub h0, Real.rpow_two, two_mul, Real.rpow_add h0]
    simp only [softOrbital]
    rw [e1, e2, Real.rpow_sub_one h0.ne']
    generalize Real.exp (a / r * x ^ r) = e
    generalize x ^ r = y
    field_simp
    ring

/-- The wall `A / x` has the orbital `x exp(A x)` at energy `-A² / 2`, with slope
`(1 + A x) exp(A x)`, which equals one at the wall. -/
theorem coulomb_wall_finite_slope (A d : ℝ) :
    IsOrbital (fun x => A / x) (-(A ^ 2 / 2)) d
      (fun x => x * Real.exp (A * x)) (fun x => (1 + A * x) * Real.exp (A * x)) ∧
    (1 + A * 0) * Real.exp (A * 0) = 1 := by
  have hl : ∀ x : ℝ, HasDerivAt (fun x : ℝ => A * x) (A * 1) x := fun x =>
    (hasDerivAt_id' x).const_mul A
  refine ⟨⟨fun x _ => ?_, ?_, fun x hx => ?_⟩, by simp⟩
  · exact (((hasDerivAt_id' x).fun_mul (hl x).exp).congr_deriv (by ring)).hasDerivWithinAt
  · exact Continuous.continuousOn (by fun_prop)
  · have h0 : x ≠ 0 := hx.1.ne'
    refine (((hl x).const_add 1).fun_mul (hl x).exp).congr_deriv ?_
    generalize Real.exp (A * x) = e
    field_simp
    ring

end

end ConfinementWall
```

```lean
#print axioms ConfinementWall.orbital_flat_at_wall
#print axioms ConfinementWall.soft_wall_finite_slope
#print axioms ConfinementWall.coulomb_wall_finite_slope
```

```
'ConfinementWall.orbital_flat_at_wall' depends on axioms: [propext, Classical.choice, Quot.sound]
'ConfinementWall.soft_wall_finite_slope' depends on axioms: [propext, Classical.choice, Quot.sound]
'ConfinementWall.coulomb_wall_finite_slope' depends on axioms: [propext, Classical.choice, Quot.sound]
```

## The radial equation seen from the cutoff

A strictly localised numerical atomic orbital is a spherical harmonic times a radial function that is zero beyond a cutoff radius $r_c$. One way to produce the radial function is to solve the radial equation with a potential that diverges at $r_c$. With $x=r_c-r$ and $u$ equal to $r$ times the radial function, the equation in Hartree atomic units is $u''=2(V-E)u$. Here $V$ is the whole effective potential: confinement, atomic potential and centrifugal term. Changing from $r$ to $x$ reverses the sign of the slope and leaves the second derivative alone.

If $u(0)=0$ but $u'(0)\neq 0$, continuing the orbital by zero beyond the cutoff leaves a kink. For a single radial equation with a prescribed local potential, the result gives a divergence of that potential that is sufficient to remove the kink from a basis function; it does not say that this strength is necessary.

The structure `IsOrbital V E d u w` expresses the equation in three parts:

- `slope` says that `w` is the derivative of `u` on $[0,d]$, one-sided at the two ends, so `w 0` is $u'(0)$.
- `cont` says that `w` is continuous on the closed interval, wall included.
- `schrodinger` says that $w'=2(V-E)u$ at every interior point. The value of `V` at the wall never enters.

No value of $u$ is prescribed at the wall, and the vanishing of $u(0)$ is a conclusion of `orbital_flat_at_wall`. Normalisation and a condition at $x=d$ are also absent, so $E$ may be any real number and need not be an eigenvalue.

The hypothesis `hV` is the inequality $A/x^2\le V(x)$ on $(0,d)$, which includes the exact wall $V=A/x^2$. It also leaves room for the rest of the atom: a bounded attractive part can be absorbed by taking a smaller $A$ and a smaller $d$.

Continuity of the slope up to the wall is assumed, not derived. Physically it selects the regular solution. For $V=A/x^2$ and $E=0$ the powers $x^p$ with $p(p-1)=2A$ solve the equation; one exponent is greater than $1$ and the other is negative, and the assumption excludes the negative one.

## Why the slope must vanish

**A continuous slope cannot have a derivative of at least $c/x$.** Suppose $w$ is continuous on $[0,\delta]$ and $w'(x)\ge c/x$ inside, with $c>0$. For small $x$ the mean value theorem on $[x,2x]$ gives a point $\xi<2x$ with
$$w(2x)-w(x)=x\,w'(\xi)\ge \frac{c\,x}{\xi}>\frac c2 .$$
By continuity, $w(x)$ and $w(2x)$ both lie within $c/4$ of $w(0)$ once $x$ is small enough, so they differ by less than $c/2$. This is a contradiction. In `no_inverse_curvature` the mean value theorem is `exists_hasDerivAt_eq_slope`, and the step `key` is the lower bound $c/2$ on the jump.

**The orbital cannot grow linearly.** Suppose $u(x)\ge kx$ on $(0,\eta)$ with $k>0$. Choose $\delta$ no larger than $d$, $\eta$, $1$ and $A/(2(|E|+1))$. For $0<x<\delta$,
$$E x^2\le |E|x^2\le |E|x\le \frac A2,$$
so $E\le A/(2x^2)$ and $V-E\ge A/(2x^2)$. Therefore
$$u''=2(V-E)u\ge 2\cdot\frac{A}{2x^2}\cdot kx=\frac{Ak}{x},$$
which the first step excludes with $c=Ak$. This is `no_linear_growth`, and its final `calc` block is the last display.

**A positive value at the wall, or a zero value with positive slope, would force linear growth.** If $u(0)>0$, then near the wall $u(x)>u(0)/2\ge (u(0)/2)\,x$, because $x\le 1$. If $u(0)=0$ and $w(0)>0$, the mean value theorem gives $u(x)=w(\xi)\,x$ with $0<\xi<x$, and $w(\xi)>w(0)/2$ near the wall, so $u(x)\ge (w(0)/2)\,x$. Both cases are impossible. Hence $u(0)\le 0$, and if $u(0)=0$ then $w(0)\le 0$, as `wall_nonpos` states.

**The opposite signs follow by symmetry.** The equation is linear, so $-u$ is an orbital with slope $-w$ (`IsOrbital.neg`). Applying the previous step to it gives $u(0)\ge 0$, hence $u(0)=0$, and then $w(0)\ge 0$, hence $w(0)=0$. The theorem `orbital_flat_at_wall` combines these inequalities.

## Orbitals on both sides of the threshold

The flat orbitals include nonzero ones. For $p>1$ and $u=x^p$,
$$u''=p(p-1)x^{p-2}=2\,\frac{p(p-1)/2}{x^2}\,u ,$$
so $u$ is a zero-energy orbital of the wall with $A=p(p-1)/2$. This is `orbital_flat_at_wall_witness`. Every $A>0$ is reached, by $p=(1+\sqrt{1+8A})/2$.

For weaker walls, let $r>0$ now denote an exponent, no longer the radius, let $a$ be a real constant, and take $u=x\,e^{a x^r/r}$, called `softOrbital`. The exponent has derivative $a x^{r-1}$, so
$$u'=(1+a x^r)\,e^{a x^r/r},$$
$$u''=\bigl(a(r+1)x^{r-1}+a^2x^{2r-1}\bigr)e^{a x^r/r}
=2\Bigl(\tfrac{a(r+1)}2x^{r-2}+\tfrac{a^2}2x^{2r-2}\Bigr)u .$$
At the wall the difference quotient is $u(x)/x=e^{a x^r/r}$, which tends to $1$. The theorem `soft_wall_finite_slope` therefore gives a zero-energy orbital with $u(0)=0$ and $u'(0)=1$.

For $a>0$ and $0<r<2$ the potential is repulsive and diverges like $x^{-(2-r)}$. Since $r$ may be as small as one likes, no divergence $x^{-s}$ with $0<s<2$ is enough by itself to force a flat orbital.

The Coulomb-like wall has its own theorem, `coulomb_wall_finite_slope`. For $u=x\,e^{Ax}$,
$$u'=(1+Ax)e^{Ax},\qquad u''=(2A+A^2x)e^{Ax}=2\Bigl(\frac Ax+\frac{A^2}2\Bigr)u ,$$
which is the equation with $V=A/x$ and $E=-A^2/2$. The second part of the theorem evaluates the slope at $x=0$ and finds $1$.

In these examples the Lean proofs differentiate the explicit formulas and check the Schrödinger equation with `ring`, preceded by `field_simp` for the two exponential orbitals. Only the slope of `softOrbital` at the wall is obtained as a limit of difference quotients.

## Square integrability in place of a continuous slope

The orbital could also be modelled as a square-integrable solution on $(0,d)$, with no regularity assumed at the wall. The conclusion would then fail for weak inverse-square walls. At $E=0$ the second solution for $V=A/x^2$ is $x^q$ with $q=(1-\sqrt{1+8A})/2<0$. It diverges at the wall, yet it is square-integrable there when $A<3/8$. A further condition, such as a square-integrable $u'$, would be needed to remove it. This comparison is a side calculation and not one of the theorems above.
